# Merging a finite bath at its weighted mean: an error bound of order $1/w^3$ at imaginary frequency

The bath is taken as a finite set $s$ of real levels $e_k$ with real couplings $V_k$, and a centre $m$ is defined by a moment condition without division, $Wm=\sum_k V_k^2e_k$, where $W=\sum_k V_k^2$. Merging replaces the levels by a single level at $m$ with weight $W$, and this changes the hybridization function at $iw$, $w>0$, by at most $\sum_k V_k^2(e_k-m)^2/w^3$. Energies and frequencies share one unit. In a charge-transfer or Anderson impurity model with one impurity orbital, the result controls how far merging the levels of a finite, non-interacting bath changes the hybridization function on the imaginary axis. It does not bound the change in a core-level spectrum, which also depends on the impurity interaction and is measured at real frequency.

```lean
import Mathlib

open Filter Topology

namespace BathCoarseGraining

noncomputable section

variable {ι κ : Type*}
```

## The bath and its replacement

The impurity sees the bath through
$$\Delta(z)=\sum_{k\in s}\frac{V_k^2}{z-e_k}.$$
In Lean, `s` is a `Finset` of level labels, `V` and `e` are real functions on the labels, and `z` is complex.

```lean
/-- Hybridization function `∑ V_k² / (z - e_k)` of the bath levels in `s`, for `z` different
from every level. -/
def hyb (s : Finset ι) (V e : ι → ℝ) (z : ℂ) : ℂ :=
  ∑ k ∈ s, (V k : ℂ) ^ 2 / (z - e k)
```

The total weight $W$ is the coefficient of $1/z$ in $\Delta(z)$ at large $z$.

```lean
/-- Total weight `∑ V_k²` of the bath levels in `s`. -/
def weight (s : Finset ι) (V : ι → ℝ) : ℝ := ∑ k ∈ s, V k ^ 2
```

The replacement is a single level at $m$ that carries a given weight, $W/(z-m)$.

```lean
/-- Hybridization function of a single level at `m` with weight `W`, for `z ≠ m`. -/
def oneLevel (W m : ℝ) (z : ℂ) : ℂ := (W : ℂ) / (z - m)
```

The condition $Wm=\sum_k V_k^2e_k$ says that bath and replacement have the same first moment.

```lean
/-- The energy `m` is a centre of the bath: a single level at `m` with the total weight has the
same first moment as the bath. -/
def IsCentre (s : Finset ι) (V e : ι → ℝ) (m : ℝ) : Prop :=
  weight s V * m = ∑ k ∈ s, V k ^ 2 * e k
```

The error is the modulus $|\Delta(iw)-W/(iw-m)|$. Here $w$ is a continuous real variable, written into the complex argument as `Complex.I * w`.

```lean
/-- Size of the change in the hybridization function at the imaginary frequency `iw`, `w ≠ 0`,
when the bath is replaced by one level at `m` with the total weight. -/
def mergeError (s : Finset ι) (V e : ι → ℝ) (m w : ℝ) : ℝ :=
  ‖hyb s V e (Complex.I * w) - oneLevel (weight s V) m (Complex.I * w)‖
```

For $W>0$, dividing the moment condition by $W$ gives $m=\sum_k V_k^2e_k/W$, the weighted mean. If $W=0$, all couplings vanish and every $m$ is a centre, so the bounds below need no assumption on $W$.

```lean
/-- For positive total weight, the centre of the bath is exactly the weighted mean of its
levels. -/
theorem isCentre_iff {s : Finset ι} {V e : ι → ℝ} {m : ℝ} (hW : 0 < weight s V) :
    IsCentre s V e m ↔ m = (∑ k ∈ s, V k ^ 2 * e k) / weight s V := by
  unfold IsCentre
  rw [eq_div_iff hW.ne', mul_comm (weight s V) m]
```

## The first-order term cancels

Applying $\frac1{z-e_k}=\frac1{z-m}+\frac{e_k-m}{(z-m)(z-e_k)}$ twice gives
$$\frac1{z-e_k}=\frac1{z-m}+\frac{e_k-m}{(z-m)^2}+\frac{(e_k-m)^2}{(z-m)^2(z-e_k)}.$$
Multiply by $V_k^2$ and sum. The first term becomes $W/(z-m)$. The second has numerator $\sum_k V_k^2e_k-Wm=0$. What remains is
$$\Delta(z)-\frac{W}{z-m}=\sum_{k\in s}\frac{V_k^2(e_k-m)^2}{(z-m)^2(z-e_k)}.$$
In the proof, `hterm` is the expansion, checked by `field_simp` and `ring`, and `h2` is the cancellation.

```lean
/-- Exact change of the hybridization function on merging a bath at its centre `m`, for `z`
different from `m` and from every level: every remaining term carries a factor `(e_k - m)²`. -/
theorem merge_error_eq {s : Finset ι} {V e : ι → ℝ} {m : ℝ} (hm : IsCentre s V e m)
    {z : ℂ} (hzm : z ≠ m) (hz : ∀ k ∈ s, z ≠ e k) :
    hyb s V e z - oneLevel (weight s V) m z =
      ∑ k ∈ s, (V k : ℂ) ^ 2 * ((e k : ℂ) - m) ^ 2 / ((z - m) ^ 2 * (z - e k)) := by
  unfold IsCentre weight at hm
  have hc : (∑ k ∈ s, (V k : ℂ) ^ 2) * m = ∑ k ∈ s, (V k : ℂ) ^ 2 * e k := by
    exact_mod_cast hm
  -- expansion of each level about the centre, with exact remainder
  have hterm : ∀ k ∈ s, (V k : ℂ) ^ 2 / (z - e k) =
      (V k : ℂ) ^ 2 / (z - m) + ((V k : ℂ) ^ 2 * e k - (V k : ℂ) ^ 2 * m) / (z - m) ^ 2
        + (V k : ℂ) ^ 2 * ((e k : ℂ) - m) ^ 2 / ((z - m) ^ 2 * (z - e k)) := by
    intro k hk
    have h1 : z - m ≠ 0 := sub_ne_zero.mpr hzm
    have h2 : z - e k ≠ 0 := sub_ne_zero.mpr (hz k hk)
    field_simp
    ring
  have h1 : ∑ k ∈ s, (V k : ℂ) ^ 2 / (z - m) = oneLevel (weight s V) m z := by
    simp [oneLevel, weight, Finset.sum_div]
  -- the first-order term vanishes at the centre
  have h2 : ∑ k ∈ s, ((V k : ℂ) ^ 2 * e k - (V k : ℂ) ^ 2 * m) / (z - m) ^ 2 = 0 := by
    rw [← Finset.sum_div, Finset.sum_sub_distrib, ← Finset.sum_mul, hc, sub_self, zero_div]
  unfold hyb
  rw [Finset.sum_congr rfl hterm, Finset.sum_add_distrib, Finset.sum_add_distrib, h1, h2]
  ring
```

## Bounding the remainder at $iw$

For $w>0$ the point $iw$ has nonzero imaginary part, so it meets no real level and the identity applies.

```lean
/-- An imaginary frequency `iw` with `w > 0` differs from every real energy. -/
lemma freq_ne {w : ℝ} (hw : 0 < w) (a : ℝ) : Complex.I * w ≠ (a : ℂ) := fun h =>
  hw.ne' (by simpa using congrArg Complex.im h)
```

The modulus of a complex number is at least that of its imaginary part, hence $|iw-a|\ge w$ for real $a$.

```lean
/-- The distance from the imaginary frequency `iw` to any real energy is at least `w`. -/
lemma le_norm_freq (w a : ℝ) : w ≤ ‖Complex.I * w - (a : ℂ)‖ := by
  have h := Complex.abs_im_le_norm (Complex.I * w - (a : ℂ))
  have him : (Complex.I * w - (a : ℂ)).im = w := by simp
  rw [him] at h
  exact (le_abs_self w).trans h
```

Each denominator in the remainder therefore has modulus at least $w^3$, and the triangle inequality gives
$$\left|\Delta(iw)-\frac{W}{iw-m}\right|\le\frac1{w^3}\sum_{k\in s}V_k^2(e_k-m)^2.$$
The sum on the right, without the factor $1/w^3$, is called the spread below. The triangle inequality enters as `norm_sum_le_of_le`, and `hden` is the estimate of the denominator.

```lean
/-- Merging a bath into one level at its centre `m` changes the hybridization function at `iw`,
`w > 0`, by at most `∑ V_k² (e_k - m)² / w³`. -/
theorem merge_error_le {s : Finset ι} {V e : ι → ℝ} {m w : ℝ} (hm : IsCentre s V e m)
    (hw : 0 < w) :
    mergeError s V e m w ≤ (∑ k ∈ s, V k ^ 2 * (e k - m) ^ 2) / w ^ 3 := by
  unfold mergeError
  rw [merge_error_eq hm (freq_ne hw m) (fun k _ => freq_ne hw (e k)), Finset.sum_div]
  refine norm_sum_le_of_le _ fun k _ => ?_
  have hn : ‖(V k : ℂ) ^ 2 * ((e k : ℂ) - m) ^ 2‖ = V k ^ 2 * (e k - m) ^ 2 := by
    rw [← Complex.ofReal_sub, ← Complex.ofReal_pow, ← Complex.ofReal_pow,
      ← Complex.ofReal_mul, Complex.norm_real, Real.norm_of_nonneg (by positivity)]
  -- each of the three factors in the denominator is at least `w`
  have hden : w ^ 3 ≤ ‖Complex.I * w - (m : ℂ)‖ ^ 2 * ‖Complex.I * w - (e k : ℂ)‖ := by
    calc w ^ 3 = w ^ 2 * w := by ring
      _ ≤ _ := mul_le_mul (pow_le_pow_left₀ hw.le (le_norm_freq w m) 2)
        (le_norm_freq w (e k)) hw.le (by positivity)
  rw [norm_div, hn, norm_mul, norm_pow]
  exact div_le_div_of_nonneg_left (by positivity) (by positivity) hden
```

## Several groups of levels

Let $g(k)$ be the group of level $k$, and merge each group $j$ at its own centre $m_j$. The hybridization function $\Delta$ is the sum of those of the groups (`Finset.sum_fiberwise`). By the triangle inequality the error is at most the sum of the single-group bounds, in which each spread is taken about the centre of its own group:
$$\frac1{w^3}\sum_{k\in s}V_k^2(e_k-m_{g(k)})^2.$$
There are finitely many groups, and some may be empty.

```lean
/-- If a bath is cut into groups and each group `j` is merged at its own centre `m_j`, the
hybridization function at `iw`, `w > 0`, changes by at most `∑ V_k² (e_k - m_{g(k)})² / w³`, where
`g(k)` is the group of level `k`. -/
theorem grouped_error_le [Fintype κ] [DecidableEq κ] {s : Finset ι} {V e : ι → ℝ}
    (g : ι → κ) {m : κ → ℝ} {w : ℝ}
    (hm : ∀ j, IsCentre (s.filter (fun k => g k = j)) V e (m j)) (hw : 0 < w) :
    ‖hyb s V e (Complex.I * w) -
        ∑ j, oneLevel (weight (s.filter (fun k => g k = j)) V) (m j) (Complex.I * w)‖
      ≤ (∑ k ∈ s, V k ^ 2 * (e k - m (g k)) ^ 2) / w ^ 3 := by
  have hsplit : hyb s V e (Complex.I * w) =
      ∑ j, hyb (s.filter (fun k => g k = j)) V e (Complex.I * w) :=
    (Finset.sum_fiberwise s g _).symm
  have hspread : ∑ k ∈ s, V k ^ 2 * (e k - m (g k)) ^ 2 =
      ∑ j, ∑ k ∈ s.filter (fun k => g k = j), V k ^ 2 * (e k - m (g k)) ^ 2 :=
    (Finset.sum_fiberwise s g _).symm
  rw [hsplit, ← Finset.sum_sub_distrib, hspread, Finset.sum_div]
  refine norm_sum_le_of_le _ fun j _ => ?_
  refine (merge_error_le (hm j) hw).trans (le_of_eq ?_)
  congr 1
  refine Finset.sum_congr rfl fun k hk => ?_
  rw [(Finset.mem_filter.mp hk).2]
```

If $|e_k-m_{g(k)}|\le\delta$ for every level, the sum is at most $W\delta^2$, and the error at most $W\delta^2/w^3$.

```lean
/-- If every level lies within `δ` of the centre of its group, merging the groups changes the
hybridization function at `iw`, `w > 0`, by at most the total weight times `δ² / w³`. -/
theorem grouped_error_le_width [Fintype κ] [DecidableEq κ] {s : Finset ι} {V e : ι → ℝ}
    (g : ι → κ) {m : κ → ℝ} {w δ : ℝ}
    (hm : ∀ j, IsCentre (s.filter (fun k => g k = j)) V e (m j)) (hw : 0 < w)
    (hδ : ∀ k ∈ s, |e k - m (g k)| ≤ δ) :
    ‖hyb s V e (Complex.I * w) -
        ∑ j, oneLevel (weight (s.filter (fun k => g k = j)) V) (m j) (Complex.I * w)‖
      ≤ weight s V * δ ^ 2 / w ^ 3 := by
  have h : ∑ k ∈ s, V k ^ 2 * (e k - m (g k)) ^ 2 ≤ weight s V * δ ^ 2 := by
    unfold weight
    rw [Finset.sum_mul]
    exact Finset.sum_le_sum fun k hk => mul_le_mul_of_nonneg_left
      (sq_le_sq' (abs_le.mp (hδ k hk)).1 (abs_le.mp (hδ k hk)).2) (sq_nonneg _)
  exact (grouped_error_le g hm hw).trans (div_le_div_of_nonneg_right h (by positivity))
```

## The constant is approached at high frequency

For fixed real $a$, $\frac{w}{iw-a}=\frac{1}{i-a/w}\to\frac1i$ as $w\to\infty$.

```lean
/-- At high frequency `w / (iw - a)` tends to `1 / i` for every real energy `a`. -/
lemma tendsto_ratio (a : ℝ) :
    Tendsto (fun w : ℝ => (w : ℂ) / (Complex.I * w - a)) atTop (𝓝 (1 / Complex.I)) := by
  have hr : Tendsto (fun w : ℝ => a / w) atTop (𝓝 0) :=
    tendsto_const_nhds.div_atTop tendsto_id
  have h0 : Tendsto (fun w : ℝ => (a : ℂ) / (w : ℂ)) atTop (𝓝 0) := by
    simpa [Function.comp_def] using (Complex.continuous_ofReal.tendsto 0).comp hr
  have h1 : Tendsto (fun w : ℝ => 1 / (Complex.I - (a : ℂ) / (w : ℂ))) atTop
      (𝓝 (1 / (Complex.I - 0))) :=
    tendsto_const_nhds.div (tendsto_const_nhds.sub h0) (by simp)
  rw [sub_zero] at h1
  refine h1.congr' ?_
  filter_upwards [eventually_gt_atTop 0] with w hw
  have hw' : (w : ℂ) ≠ 0 := Complex.ofReal_ne_zero.mpr hw.ne'
  have h3 : Complex.I - (a : ℂ) / w = (Complex.I * w - a) / w := by
    field_simp
  rw [h3, one_div_div]
```

Multiplying the exact remainder by $w^3$ puts one such ratio on each of its three denominators. The sum then tends to $i^{-3}\sum_k V_k^2(e_k-m)^2$, and $|i^{-3}|=1$. So $w^3$ times the error tends to the spread itself, and no smaller constant multiple of a nonzero spread would do in the bound.

```lean
/-- The bound is sharp: `w³` times the error of merging a bath at its centre `m` tends to
`∑ V_k² (e_k - m)²` as `w` grows. -/
theorem merge_error_sharp {s : Finset ι} {V e : ι → ℝ} {m : ℝ} (hm : IsCentre s V e m) :
    Tendsto (fun w : ℝ => w ^ 3 * mergeError s V e m w) atTop
      (𝓝 (∑ k ∈ s, V k ^ 2 * (e k - m) ^ 2)) := by
  have h : Tendsto (fun w : ℝ => ∑ k ∈ s, ((V k : ℂ) ^ 2 * ((e k : ℂ) - m) ^ 2) *
      (((w : ℂ) / (Complex.I * w - m)) ^ 2 * ((w : ℂ) / (Complex.I * w - e k)))) atTop
      (𝓝 (∑ k ∈ s, ((V k : ℂ) ^ 2 * ((e k : ℂ) - m) ^ 2) *
        ((1 / Complex.I) ^ 2 * (1 / Complex.I)))) :=
    tendsto_finsetSum _ fun k _ =>
      (((tendsto_ratio m).pow 2).mul (tendsto_ratio (e k))).const_mul _
  have hn : ‖∑ k ∈ s, ((V k : ℂ) ^ 2 * ((e k : ℂ) - m) ^ 2) *
      ((1 / Complex.I) ^ 2 * (1 / Complex.I))‖ = ∑ k ∈ s, V k ^ 2 * (e k - m) ^ 2 := by
    have hcast : ∑ k ∈ s, (V k : ℂ) ^ 2 * ((e k : ℂ) - m) ^ 2 =
        ((∑ k ∈ s, V k ^ 2 * (e k - m) ^ 2 : ℝ) : ℂ) := by simp
    have hI : ‖(1 / Complex.I) ^ 2 * (1 / Complex.I)‖ = 1 := by simp
    rw [← Finset.sum_mul, norm_mul, hI, mul_one, hcast, Complex.norm_real,
      Real.norm_of_nonneg (Finset.sum_nonneg fun k _ => by positivity)]
  rw [← hn]
  refine h.norm.congr' ?_
  filter_upwards [eventually_gt_atTop 0] with w hw
  have hw3 : w ^ 3 = ‖(w : ℂ) ^ 3‖ := by
    rw [norm_pow, Complex.norm_real, Real.norm_of_nonneg hw.le]
  have key : ∀ c x A B : ℂ, c * ((x / A) ^ 2 * (x / B)) = x ^ 3 * (c / (A ^ 2 * B)) := by
    intro c x A B
    ring
  unfold mergeError
  rw [merge_error_eq hm (freq_ne hw m) (fun k _ => freq_ne hw (e k)), hw3, ← norm_mul,
    Finset.mul_sum]
  exact congrArg norm (Finset.sum_congr rfl fun k _ => key _ _ _ _)
```

## For a symmetric pair the error grows towards low frequency

An upper bound that grows as $w$ falls does not by itself make the error grow. For two levels at $\pm a$ with equal coupling $v$, merged at zero, the error can be computed:
$$\Delta(iw)=-\frac{2iv^2w}{w^2+a^2},\qquad \frac{2v^2}{iw}=-\frac{2iv^2}{w},$$
and the difference has modulus
$$\frac{2v^2a^2}{w(w^2+a^2)}.$$
The steps `h1` and `h2` are these two evaluations, using $i^2=-1$.

```lean
/-- Two levels at `a` and `-a` with equal coupling `v` have a centre at zero, and merging them
there changes the hybridization function at `iw`, `w > 0`, by exactly
`2 v² a² / (w (w² + a²))`. -/
theorem pair_error (v a : ℝ) :
    IsCentre Finset.univ (fun _ : Fin 2 => v) ![a, -a] 0 ∧
    ∀ w : ℝ, 0 < w → mergeError Finset.univ (fun _ : Fin 2 => v) ![a, -a] 0 w =
      2 * v ^ 2 * a ^ 2 / (w * (w ^ 2 + a ^ 2)) := by
  refine ⟨by simp [IsCentre, Fin.sum_univ_two], fun w hw => ?_⟩
  have hw' : (w : ℂ) ≠ 0 := Complex.ofReal_ne_zero.mpr hw.ne'
  have ha : Complex.I * w - (a : ℂ) ≠ 0 := sub_ne_zero.mpr (freq_ne hw a)
  have hb : Complex.I * w - -(a : ℂ) ≠ 0 := by
    simpa using sub_ne_zero.mpr (freq_ne hw (-a))
  have hc : (w : ℂ) ^ 2 + (a : ℂ) ^ 2 ≠ 0 := by
    have h : w ^ 2 + a ^ 2 ≠ 0 := by positivity
    exact_mod_cast h
  -- the pair and the merged level are both purely imaginary at `iw`
  have h1 : (v : ℂ) ^ 2 / (Complex.I * w - a) + (v : ℂ) ^ 2 / (Complex.I * w - -(a : ℂ)) =
      -(2 * (v : ℂ) ^ 2 * w * Complex.I) / ((w : ℂ) ^ 2 + (a : ℂ) ^ 2) := by
    rw [div_add_div _ _ ha hb, div_eq_div_iff (mul_ne_zero ha hb) hc]
    linear_combination (2 * (v : ℂ) ^ 2 * Complex.I * (w : ℂ) ^ 3) * Complex.I_sq
  have h2 : ((v : ℂ) ^ 2 + (v : ℂ) ^ 2) / (Complex.I * w - 0) =
      -(2 * (v : ℂ) ^ 2 * Complex.I) / w := by
    rw [sub_zero, div_eq_div_iff (mul_ne_zero Complex.I_ne_zero hw') hw']
    linear_combination (2 * (v : ℂ) ^ 2 * (w : ℂ)) * Complex.I_sq
  have h : hyb Finset.univ (fun _ : Fin 2 => v) ![a, -a] (Complex.I * w) -
      oneLevel (weight Finset.univ (fun _ : Fin 2 => v)) 0 (Complex.I * w) =
      ((2 * v ^ 2 * a ^ 2 / (w * (w ^ 2 + a ^ 2)) : ℝ) : ℂ) * Complex.I := by
    simp only [hyb, oneLevel, weight, Fin.sum_univ_two, Matrix.cons_val_zero,
      Matrix.cons_val_one]
    push_cast
    rw [h1, h2]
    field_simp
    ring
  unfold mergeError
  rw [h, norm_mul, Complex.norm_I, mul_one, Complex.norm_real,
    Real.norm_of_nonneg (by positivity)]
```

For $v\ne0$ and $a\ne0$ the numerator is a positive constant and the denominator strictly increases with $w>0$, so the error strictly decreases. `StrictAntiOn` on `Set.Ioi 0` expresses this for all positive $w$. If $v$ or $a$ is zero, the error vanishes at every such $w$.

```lean
/-- For two levels at `a` and `-a`, `a ≠ 0`, with equal nonzero coupling, the error of merging
them at zero strictly decreases with the imaginary frequency `w > 0`. -/
theorem pair_error_strictAnti {v a : ℝ} (hv : v ≠ 0) (ha : a ≠ 0) :
    StrictAntiOn (mergeError Finset.univ (fun _ : Fin 2 => v) ![a, -a] 0) (Set.Ioi 0) := by
  intro x hx y hy hxy
  have hx' : 0 < x := hx
  have hy' : 0 < y := hy
  rw [(pair_error v a).2 x hx', (pair_error v a).2 y hy']
  have hsq : x ^ 2 < y ^ 2 := by nlinarith
  have hden : x * (x ^ 2 + a ^ 2) < y * (y ^ 2 + a ^ 2) :=
    mul_lt_mul'' hxy (by linarith) hx'.le (by positivity)
  exact div_lt_div_of_pos_left (by positivity) (by positivity) hden

end

end BathCoarseGraining
```

```lean
#print axioms BathCoarseGraining.isCentre_iff
-- 'BathCoarseGraining.isCentre_iff' depends on axioms: [propext, Classical.choice, Quot.sound]
#print axioms BathCoarseGraining.grouped_error_le_width
-- 'BathCoarseGraining.grouped_error_le_width' depends on axioms: [propext, Classical.choice, Quot.sound]
#print axioms BathCoarseGraining.merge_error_sharp
-- 'BathCoarseGraining.merge_error_sharp' depends on axioms: [propext, Classical.choice, Quot.sound]
#print axioms BathCoarseGraining.pair_error_strictAnti
-- 'BathCoarseGraining.pair_error_strictAnti' depends on axioms: [propext, Classical.choice, Quot.sound]
```
